# Two one-dimensional biases can flatten a positive joint law on a finite grid exactly when the variables are independent

## Comparing a joint histogram with the product of its marginals

Suppose that two collective variables, say two torsion angles, are divided into bins, and that each is to receive its own one-dimensional bias potential, constant within each bin. Let every bin of the joint grid have a positive equilibrium probability, and compare the exact joint distribution, bin by bin, with the product of its two marginals. If the two agree, a suitable pair of biases makes the equilibrium sampling of the joint grid uniform. If they differ, no such pair exists, however well each bias is optimised. A normalised histogram from an unbiased preliminary run can only estimate this comparison, since sampling noise alone can produce a difference.

The attraction of separate biases is their size. With \(n\) bins per variable, two one-dimensional biases have \(2n\) values to determine, and a general two-dimensional bias has \(n^2\). The price is that a sum of one-dimensional functions cannot represent a coupling between the variables.

For simulation practice the result gives a criterion for uniform joint sampling, in a model with two binned variables, static biases and an exactly known equilibrium distribution.

## Weights, marginals and flatness

Let \(s\) and \(t\) run over finite sets \(S\) and \(T\), which may differ in size. The unbiased joint probability is \(p(s,t)>0\), with \(\sum_{s,t}p(s,t)=1\). Its marginals are

\[
p_S(s)=\sum_t p(s,t),\qquad p_T(t)=\sum_s p(s,t).
\]

Adding the bias energy \(A(s)+B(t)\) at inverse temperature \(\beta>0\) changes the weight of a state to

\[
w(s,t)=p(s,t)\,e^{-\beta(A(s)+B(t))}.
\]

Divided by its sum over all states, \(w\) is the equilibrium distribution of the biased system. The weight is called flat if it equals one constant \(c\) for all \(s\) and \(t\); the biased distribution is then uniform.

The main theorem, `exists_flattening_iff_product`, says that for a positive, normalised \(p\) and \(\beta>0\), biases \(A\) and \(B\) with a flat weight exist if and only if \(p(s,t)=p_S(s)\,p_T(t)\) for all \(s,t\). In terms of free energies, the surface \(-\beta^{-1}\ln p(s,t)\) must be the sum of the two marginal free energies.

The Lean definitions follow these formulas:

- `p : S → T → ℝ` is the joint law, and `IsPositiveLaw p` collects its positivity and normalisation.
- `margS p` and `margT p` are \(p_S\) and \(p_T\).
- `biasedWeight β p A B` is the unnormalised weight \(w\), and `IsFlat` says that a single real \(c\) serves for every state.
- `marginalBias β m` is \(\beta^{-1}\ln m\). For \(m=p_S\) this is minus the marginal free energy \(-\beta^{-1}\ln p_S\), so the bias fills the wells of the profile.

The law \(p\) is given and is not derived from a Hamiltonian; physically it is the equilibrium distribution at the same \(\beta\) that appears in the bias factor. Statistical error in a histogram, biases that vary within a bin or change during the run, and the speed at which the biased system equilibrates are not part of the model.

## Flatness forces independence

Write \(a(s)=e^{-\beta A(s)}\) and \(b(t)=e^{-\beta B(t)}\). Flatness reads \(p(s,t)\,a(s)\,b(t)=c\). Take any two values \(s,s'\) and any two values \(t,t'\), and multiply the weights along each diagonal of the rectangle that they span:

\[
p(s,t)a(s)b(t)\;p(s',t')a(s')b(t')=c^2=p(s,t')a(s)b(t')\;p(s',t)a(s')b(t).
\]

Both sides contain the same four positive factors \(a(s),a(s'),b(t),b(t')\). Cancelling them gives

\[
p(s,t)\,p(s',t')=p(s,t')\,p(s',t).
\]

The biases have disappeared, and what remains is a condition on \(p\) alone. Sum it over \(s'\) and \(t'\). On the left, normalisation leaves \(p(s,t)\). On the right, the double sum separates:

\[
p(s,t)=\Big(\sum_{t'}p(s,t')\Big)\Big(\sum_{s'}p(s',t)\Big)=p_S(s)\,p_T(t).
\]

## The marginal biases flatten a product law

Conversely, let \(p(s,t)=p_S(s)\,p_T(t)\). Both marginals are positive, being nonempty sums of positive terms. Choose \(A(s)=\beta^{-1}\ln p_S(s)\) and \(B(t)=\beta^{-1}\ln p_T(t)\). Then

\[
w(s,t)=p_S(s)\,p_T(t)\,e^{-\ln p_S(s)-\ln p_T(t)}=1 .
\]

Every weight is one, and the normalised biased distribution gives each state the probability \(1/(|S|\,|T|)\).

There is little freedom in this choice. If any \(A\) and \(B\) flatten \(p\), then for each \(t\)

\[
p(s,t)\,a(s)\,b(t)=p(s',t)\,a(s')\,b(t).
\]

Cancel \(b(t)\) and sum over \(t\) to obtain \(p_S(s)\,a(s)=p_S(s')\,a(s')\). Taking logarithms gives \(\ln p_S(s)-\beta A(s)=\ln p_S(s')-\beta A(s')\), and hence

\[
A(s)-A(s')=\frac{\ln p_S(s)-\ln p_S(s')}{\beta}.
\]

The flattening bias on \(s\) is therefore the marginal bias up to an additive constant. This is `flattening_bias_unique`, which is stated for the first variable; exchanging the roles of the variables gives the same argument for \(B\).

## Uniform marginals with a hidden correlation

Let both variables take the values \(0\) and \(1\), and for \(|\varepsilon|<1/4\) set

\[
p(0,0)=p(1,1)=\tfrac14+\varepsilon,\qquad p(0,1)=p(1,0)=\tfrac14-\varepsilon .
\]

All entries are positive and their sum is one. Each row and each column sums to \(1/2\), so neither marginal shows any trace of \(\varepsilon\). The covariance of the two variables is

\[
p(1,1)-\tfrac12\cdot\tfrac12=\varepsilon .
\]

The product of the marginals is \(1/4\) in every state, which agrees with \(p\) only for \(\varepsilon=0\). By the main theorem, flattening biases exist exactly in that case, as `correlatedLaw_flattening_iff` states.

This law also exposes a mistake that is easily made when flatness is defined: testing it on the marginals of the biased distribution instead of on the joint weight. With \(A=B=0\) both marginals here are already uniform, so the weaker test would accept a correlated law as flattened, and the equivalence with independence would be false. `IsFlat` avoids this by comparing the weights of all pairs \((s,t)\) with one constant.

## A state of probability zero

Positivity is needed for the direction from independence to flatness. Let \(S=\{0,1\}\) and \(T=\{0\}\), with \(p(0,0)=1\) and \(p(1,0)=0\). The marginals are \(p_S(0)=1\), \(p_S(1)=0\) and \(p_T(0)=1\), so \(p\) is the product of its marginals. Yet the weight of \((1,0)\) stays zero under every finite bias, while that of \((0,0)\) stays positive. No choice of \(A\) and \(B\) makes them equal. In a simulation this corresponds to a bin that is forbidden, which a finite bias energy cannot populate.

## The derivation in Lean

```lean
import Mathlib

open Finset

namespace ParallelBias

noncomputable section

variable {S T : Type*}

/-- The unnormalised weight of the state `(s, t)` after adding the bias energy `A s + B t`
at inverse temperature `β`. -/
def biasedWeight (β : ℝ) (p : S → T → ℝ) (A : S → ℝ) (B : T → ℝ) (s : S) (t : T) : ℝ :=
  p s t * Real.exp (-β * (A s + B t))

/-- A weight on the product set is flat when it takes one and the same value everywhere. -/
def IsFlat (w : S → T → ℝ) : Prop := ∃ c : ℝ, ∀ s t, w s t = c

/-- The bias energy `log m / β` built from a one-dimensional distribution `m`. -/
def marginalBias {X : Type*} (β : ℝ) (m : X → ℝ) (x : X) : ℝ := Real.log (m x) / β

/-- The Boltzmann factor of a sum of one-dimensional biases is a product of two factors. -/
theorem biasedWeight_eq (β : ℝ) (p : S → T → ℝ) (A : S → ℝ) (B : T → ℝ) (s : S) (t : T) :
    biasedWeight β p A B s t
      = p s t * (Real.exp (-β * A s) * Real.exp (-β * B t)) := by
  rw [biasedWeight, ← Real.exp_add, mul_add]

/-- If one-dimensional biases flatten `p`, then the products of `p` over the two diagonals
of every rectangle of states agree. -/
theorem cross_ratio_of_isFlat {β : ℝ} {p : S → T → ℝ} {A : S → ℝ} {B : T → ℝ}
    (h : IsFlat (biasedWeight β p A B)) (s s' : S) (t t' : T) :
    p s t * p s' t' = p s t' * p s' t := by
  obtain ⟨c, hc⟩ := h
  simp only [biasedWeight_eq] at hc
  have hne : Real.exp (-β * A s) * Real.exp (-β * B t)
      * (Real.exp (-β * A s') * Real.exp (-β * B t')) ≠ 0 := by positivity
  -- both diagonals carry the same four Boltzmann factors, which cancel
  refine mul_right_cancel₀ hne ?_
  linear_combination
    (p s' t' * (Real.exp (-β * A s') * Real.exp (-β * B t'))) * hc s t + c * hc s' t'
    - (p s' t * (Real.exp (-β * A s') * Real.exp (-β * B t))) * hc s t' - c * hc s' t

variable [Fintype S] [Fintype T]

/-- The marginal distribution of the first variable. -/
def margS (p : S → T → ℝ) (s : S) : ℝ := ∑ t, p s t

/-- The marginal distribution of the second variable. -/
def margT (p : S → T → ℝ) (t : T) : ℝ := ∑ s, p s t

/-- A joint probability law that gives every state a positive probability. -/
structure IsPositiveLaw (p : S → T → ℝ) : Prop where
  pos : ∀ s t, 0 < p s t
  sum_one : ∑ s, ∑ t, p s t = 1

/-- A normalised law whose rectangles all have equal diagonal products is the product of
its marginals. -/
theorem product_of_cross_ratio {p : S → T → ℝ} (hsum : ∑ s, ∑ t, p s t = 1)
    (h : ∀ s s' t t', p s t * p s' t' = p s t' * p s' t) (s : S) (t : T) :
    p s t = margS p s * margT p t := by
  calc p s t = p s t * ∑ s', ∑ t', p s' t' := by rw [hsum, mul_one]
    _ = ∑ s', ∑ t', p s t * p s' t' := by simp only [Finset.mul_sum]
    _ = ∑ s', ∑ t', p s t' * p s' t :=
        Finset.sum_congr rfl fun s' _ => Finset.sum_congr rfl fun t' _ => h s s' t t'
    _ = ∑ t', ∑ s', p s t' * p s' t := Finset.sum_comm
    _ = margS p s * margT p t := by
        simp only [margS, margT, Finset.sum_mul, Finset.mul_sum]
        try exact Finset.sum_comm

/-- For a positive law that is the product of its marginals, the two marginal biases
together turn every weight into one. -/
theorem marginalBias_flattens {β : ℝ} (hβ : 0 < β) {p : S → T → ℝ}
    (hpos : ∀ s t, 0 < p s t) (hp : ∀ s t, p s t = margS p s * margT p t) (s : S) (t : T) :
    biasedWeight β p (marginalBias β (margS p)) (marginalBias β (margT p)) s t = 1 := by
  have ha : 0 < margS p s := Finset.sum_pos (fun t _ => hpos s t) ⟨t, Finset.mem_univ t⟩
  have hb : 0 < margT p t := Finset.sum_pos (fun s _ => hpos s t) ⟨s, Finset.mem_univ s⟩
  have hβ' : β ≠ 0 := hβ.ne'
  have e : -β * (Real.log (margS p s) / β + Real.log (margT p t) / β)
      = -(Real.log (margS p s) + Real.log (margT p t)) := by
    field_simp
  unfold biasedWeight marginalBias
  rw [e, ← Real.log_mul ha.ne' hb.ne', Real.exp_neg, Real.exp_log (mul_pos ha hb), hp s t]
  exact mul_inv_cancel₀ (mul_pos ha hb).ne'

/-- One-dimensional biases that flatten a positive joint law exist if and only if the law
is the product of its marginals. -/
theorem exists_flattening_iff_product {β : ℝ} (hβ : 0 < β) {p : S → T → ℝ}
    (hp : IsPositiveLaw p) :
    (∃ (A : S → ℝ) (B : T → ℝ), IsFlat (biasedWeight β p A B)) ↔
      ∀ s t, p s t = margS p s * margT p t := by
  constructor
  · rintro ⟨A, B, h⟩
    exact product_of_cross_ratio hp.sum_one (cross_ratio_of_isFlat h)
  · intro h
    exact ⟨_, _, 1, marginalBias_flattens hβ hp.pos h⟩

/-- Whenever one-dimensional biases flatten a positive law, the bias on the first variable
has the same differences between states as the marginal bias. -/
theorem flattening_bias_unique {β : ℝ} (hβ : 0 < β) {p : S → T → ℝ} (hp : IsPositiveLaw p)
    {A : S → ℝ} {B : T → ℝ} (h : IsFlat (biasedWeight β p A B)) (s s' : S) :
    A s - A s' = marginalBias β (margS p) s - marginalBias β (margS p) s' := by
  obtain ⟨c, hc⟩ := h
  simp only [biasedWeight_eq] at hc
  -- normalisation guarantees that the second variable has at least one value
  have hT : Nonempty T := by
    rcases isEmpty_or_nonempty T with hE | hN
    · have h1 := hp.sum_one
      simp at h1
    · exact hN
  have hm : ∀ x, 0 < margS p x := fun x =>
    Finset.sum_pos (fun t _ => hp.pos x t) Finset.univ_nonempty
  -- summing over the second variable leaves a relation between marginals
  have key : margS p s * Real.exp (-β * A s) = margS p s' * Real.exp (-β * A s') := by
    unfold margS
    rw [Finset.sum_mul, Finset.sum_mul]
    refine Finset.sum_congr rfl fun t _ => ?_
    refine mul_right_cancel₀ (Real.exp_pos (-β * B t)).ne' ?_
    linear_combination hc s t - hc s' t
  have hl := congrArg Real.log key
  rw [Real.log_mul (hm s).ne' (Real.exp_pos _).ne',
    Real.log_mul (hm s').ne' (Real.exp_pos _).ne', Real.log_exp, Real.log_exp] at hl
  unfold marginalBias
  rw [← sub_div, eq_div_iff hβ.ne']
  linear_combination (-1 : ℝ) * hl

/-- The two-by-two law with probability `1/4 + ε` for equal and `1/4 - ε` for unequal
values of the two variables. -/
def correlatedLaw (ε : ℝ) (s t : Fin 2) : ℝ := if s = t then 1 / 4 + ε else 1 / 4 - ε

/-- For `|ε| < 1/4` the two-by-two law is a positive probability law. -/
theorem correlatedLaw_isPositiveLaw {ε : ℝ} (hε : |ε| < 1 / 4) :
    IsPositiveLaw (correlatedLaw ε) := by
  obtain ⟨h1, h2⟩ := abs_lt.mp hε
  constructor
  · intro s t
    unfold correlatedLaw
    split_ifs <;> linarith
  · simp [correlatedLaw, Fin.sum_univ_two]
    ring

/-- Both marginals of the two-by-two law are uniform, whatever the value of `ε`. -/
theorem correlatedLaw_marginals (ε : ℝ) :
    (∀ s, margS (correlatedLaw ε) s = 1 / 2) ∧ (∀ t, margT (correlatedLaw ε) t = 1 / 2) := by
  constructor
  · intro s
    fin_cases s <;> simp [margS, correlatedLaw, Fin.sum_univ_two] <;> ring
  · intro t
    fin_cases t <;> simp [margT, correlatedLaw, Fin.sum_univ_two] <;> ring

/-- The two-by-two law with uniform marginals can be flattened by one-dimensional biases
only when `ε = 0`, and then it can. -/
theorem correlatedLaw_flattening_iff {β ε : ℝ} (hβ : 0 < β) (hε : |ε| < 1 / 4) :
    (∃ A B : Fin 2 → ℝ, IsFlat (biasedWeight β (correlatedLaw ε) A B)) ↔ ε = 0 := by
  rw [exists_flattening_iff_product hβ (correlatedLaw_isPositiveLaw hε)]
  obtain ⟨hS, hT⟩ := correlatedLaw_marginals ε
  constructor
  · intro h
    have h00 := h 0 0
    have hv : correlatedLaw ε 0 0 = 1 / 4 + ε := by simp [correlatedLaw]
    rw [hS, hT, hv] at h00
    linarith
  · intro h0 s t
    rw [hS, hT]
    unfold correlatedLaw
    split_ifs <;> rw [h0] <;> norm_num

end

end ParallelBias
```

```lean
#print axioms ParallelBias.flattening_bias_unique
#print axioms ParallelBias.correlatedLaw_flattening_iff
```

```
'ParallelBias.flattening_bias_unique' depends on axioms: [propext, Classical.choice, Quot.sound]
'ParallelBias.correlatedLaw_flattening_iff' depends on axioms: [propext, Classical.choice, Quot.sound]
```

## How the proof follows the rectangle argument

`biasedWeight_eq` splits the exponential of the summed bias into \(a(s)\,b(t)\). The rectangle identity and the uniqueness theorem both start from this factorisation, while the converse works directly with the summed exponent.

`cross_ratio_of_isFlat` proves the equality of the diagonal products. The tactic `positivity` shows that the product of the four Boltzmann factors is nonzero, and `mul_right_cancel₀` reduces the goal to the equation in which both sides still carry that product. The `linear_combination` step then supplies the comparison with \(c^2\). Its first two terms turn the weights on one diagonal into \(c^2\), and its last two terms subtract the same statement for the other diagonal.

`product_of_cross_ratio` is the summation, written as a `calc` chain. It multiplies \(p(s,t)\) by the total probability, moves the factor inside the double sum, applies the rectangle identity term by term, and separates the result into the two marginals. The lemma asks only for normalisation and the rectangle identity. Positivity plays no role in this direction, in agreement with the example of the forbidden bin.

`marginalBias_flattens` carries out the converse. `Finset.sum_pos` gives positive marginals, and the equation `e` cancels \(\beta\) in the exponent. The two logarithms are then merged into the logarithm of a product, whose negative exponential is the inverse of \(p_S(s)\,p_T(t)\). Substituting the product form of \(p\) leaves a positive number times its inverse.

`exists_flattening_iff_product` joins the two directions. From given biases it passes through the rectangle identity to the product law. From a product law it returns the marginal biases together with the constant \(c=1\).

`flattening_bias_unique` first establishes that \(T\) has an element, since an empty \(T\) would make the total probability zero and contradict normalisation. This is what makes the marginal \(p_S\) positive and its logarithm meaningful. The intermediate equation `key` is \(p_S(s)\,a(s)=p_S(s')\,a(s')\), proved term by term under the sum over \(t\) after cancelling \(b(t)\). Taking `Real.log` of both sides and dividing by \(\beta\) gives the difference formula.

For the two-by-two law, `correlatedLaw_isPositiveLaw` checks positivity on and off the diagonal and adds the four entries, and `correlatedLaw_marginals` evaluates the row and column sums. `correlatedLaw_flattening_iff` then replaces the existence of biases by the product condition. Reading that condition at the state \((0,0)\) gives \(1/4+\varepsilon=1/2\cdot1/2\), from which `linarith` concludes \(\varepsilon=0\). In the other direction, setting \(\varepsilon=0\) makes every entry \(1/4\), and the product condition becomes arithmetic.
